# For an n × k matrix C with orthonormal columns and P = CC\*, the eigenvalues of PHP are those of C\*HC and n − k further zeros, counted with algebraic multiplicity

Suppose a Hamiltonian on $n$ orthonormal basis states is restricted to a model space spanned by $k$ orthonormal vectors. A program may build the small $k\times k$ matrix in that basis, or keep the full dimension and diagonalize $PHP$, where $P$ projects onto the model space. The second route returns $n$ eigenvalues where the model has only $k$. If all the model's levels are positive, the lowest number returned for $k<n$ is a zero that belongs to no model state. How many such zeros are there, and can they be moved out of the way?

Let $H$ be a complex $n\times n$ matrix and $C$ a complex $n\times k$ matrix, and write $C^*$ for the conjugate transpose. In Lean, `Fin n` and `Fin k` label the basis states and the model vectors, and `Cᴴ` is $C^*$.

```lean
import Mathlib

open Matrix
open Polynomial (X)

namespace ProjectedHamiltonianSpectrum

noncomputable section

variable {n k : ℕ}
```

## The projector and the two matrices

The columns of $C$ are the model vectors, and $P=CC^*$.

```lean
/-- The matrix `P = C C*` built from the columns of `C`. -/
def modelProjector (C : Matrix (Fin n) (Fin k) ℂ) : Matrix (Fin n) (Fin n) ℂ :=
  C * Cᴴ
```

The definition accepts any $C$. When $C^*C=1$, the columns are orthonormal and $P$ is an orthogonal projector, since $P^*=P$ and $P^2=C(C^*C)C^*=P$. The theorems on the spectrum of $PHP$ take this condition as the hypothesis `hC`. They apply to a set of overlapping atomic orbitals only after it has been orthonormalized.

The full-space operator is $PHP$.

```lean
/-- The product `P H P` with `P = C C*`, a matrix on the full space. -/
def projected (H : Matrix (Fin n) (Fin n) ℂ) (C : Matrix (Fin n) (Fin k) ℂ) :
    Matrix (Fin n) (Fin n) ℂ :=
  modelProjector C * H * modelProjector C
```

The small matrix is $h=C^*HC$, with entries $h_{ij}=\langle c_i|H|c_j\rangle$ for columns $c_i$ and $c_j$.

```lean
/-- The small `k` by `k` matrix `C* H C`. -/
def effective (H : Matrix (Fin n) (Fin n) ℂ) (C : Matrix (Fin n) (Fin k) ℂ) :
    Matrix (Fin k) (Fin k) ℂ :=
  Cᴴ * H * C
```

Nothing requires $H$ to be Hermitian, so a matrix with complex energies, such as one containing an absorbing potential, is included.

## Counting the additional zeros

Orthonormality limits the number of columns. The rank of a product is at most the rank of either factor, so
$$k=\operatorname{rank}(1_k)=\operatorname{rank}(C^*C)\le\operatorname{rank}C\le n.$$

```lean
/-- There are at most `n` orthonormal vectors in an `n`-dimensional space. -/
theorem model_dim_le {C : Matrix (Fin n) (Fin k) ℂ} (hC : Cᴴ * C = 1) : k ≤ n := by
  have h1 : (Cᴴ * C).rank ≤ C.rank := Matrix.rank_mul_le_right _ _
  have h2 : C.rank ≤ Fintype.card (Fin n) := Matrix.rank_le_card_height C
  rw [hC, Matrix.rank_one] at h1
  simpa only [Fintype.card_fin] using h1.trans h2
```

The two inequalities are `h1` and `h2`. The bound matters because subtraction of natural numbers in Lean stops at zero; with $k\le n$, the exponent `n - k` is the ordinary difference.

Next, regrouping the factors gives
$$PHP=CC^*HCC^*=C(C^*HC)C^*=ChC^*.$$
This uses only associativity and holds without orthonormality.

```lean
/-- Regrouping the factors, with `P = C C*`, gives `P H P = C (C* H C) C*`. -/
theorem projected_eq (H : Matrix (Fin n) (Fin n) ℂ) (C : Matrix (Fin n) (Fin k) ℂ) :
    projected H C = C * effective H C * Cᴴ := by
  simp only [projected, modelProjector, effective, Matrix.mul_assoc]
```

It remains to compare the characteristic polynomials of $CMC^*$ and $M$ for a $k\times k$ matrix $M$. Write $\chi_A(X)=\det(X-A)$. For $A$ of size $n\times k$ and $B$ of size $k\times n$, evaluating the determinant of the block matrix
$$\begin{pmatrix}1_n&A\\B&1_k\end{pmatrix}$$
by eliminating either diagonal block gives $\det(1_n-AB)=\det(1_k-BA)$. Replacing $A$ by $A/z$ with $z\neq0$,
$$\det(z-AB)=z^n\det(1_n-AB/z)=z^n\det(1_k-BA/z)=z^{n-k}\det(z-BA).$$
Both ends are polynomials in $z$ that agree at every nonzero $z$, so they are equal. Now take $A=C$ and $B=MC^*$. Then $AB=CMC^*$ and $BA=MC^*C=M$, and hence
$$\chi_{CMC^*}(X)=X^{n-k}\chi_M(X).$$

```lean
/-- If the columns of `C` are orthonormal, carrying any `k` by `k` matrix `M` to the full space as
`C M C*` multiplies its characteristic polynomial by `X ^ (n - k)`. -/
theorem charpoly_embed {C : Matrix (Fin n) (Fin k) ℂ} (hC : Cᴴ * C = 1)
    (M : Matrix (Fin k) (Fin k) ℂ) :
    (C * M * Cᴴ).charpoly = X ^ (n - k) * M.charpoly := by
  -- exchange the rectangular factors `C` and `M C*`
  have h := Matrix.charpoly_mul_comm_of_le C (M * Cᴴ)
    (by simpa only [Fintype.card_fin] using model_dim_le hC)
  rw [← Matrix.mul_assoc, Matrix.mul_assoc M, hC, Matrix.mul_one] at h
  simpa only [Fintype.card_fin] using h
```

Mathlib supplies the exchange of rectangular factors as `Matrix.charpoly_mul_comm_of_le`. The rewrite with `hC` is the step $MC^*C=M$.

Setting $M=h$ gives the result for the projected Hamiltonian:
$$\chi_{PHP}(X)=X^{n-k}\chi_h(X).$$

```lean
/-- If the columns of `C` are orthonormal and `P = C C*`, the characteristic polynomial of `P H P`
is `X ^ (n - k)` times that of the small matrix `C* H C`. -/
theorem charpoly_projected (H : Matrix (Fin n) (Fin n) ℂ)
    {C : Matrix (Fin n) (Fin k) ℂ} (hC : Cᴴ * C = 1) :
    (projected H C).charpoly = X ^ (n - k) * (effective H C).charpoly := by
  rw [projected_eq, charpoly_embed hC]
```

The roots of a product of nonzero polynomials are the roots of its factors, taken together with their multiplicities. The factor $X^{n-k}$ contributes $n-k$ zeros.

```lean
/-- If the columns of `C` are orthonormal and `P = C C*`, then, counted with algebraic multiplicity,
the eigenvalues of `P H P` are those of `C* H C` together with exactly `n - k` additional zeros. -/
theorem roots_projected (H : Matrix (Fin n) (Fin n) ℂ)
    {C : Matrix (Fin n) (Fin k) ℂ} (hC : Cᴴ * C = 1) :
    (projected H C).charpoly.roots =
      Multiset.replicate (n - k) 0 + (effective H C).charpoly.roots := by
  have hne : (X ^ (n - k) * (effective H C).charpoly : Polynomial ℂ) ≠ 0 :=
    mul_ne_zero (pow_ne_zero _ Polynomial.X_ne_zero) (Matrix.charpoly_monic _).ne_zero
  rw [charpoly_projected H hC, Polynomial.roots_mul hne, Polynomial.roots_X_pow,
    Multiset.nsmul_singleton]
```

Here `roots` is a multiset, a list without order in which repetitions count, and `Multiset.replicate (n - k) 0` holds the additional zeros. The auxiliary statement `hne` says that the product is nonzero, which holds because characteristic polynomials are monic. For non-Hermitian $H$ the count concerns algebraic multiplicity, which in general does not determine the number of independent eigenvectors.

The word "additional" invites a misreading: that every zero of $PHP$ is spurious and may be deleted. If $h$ is singular, some zeros are true model levels. Take two sites with $H=\begin{pmatrix}0&1\\1&0\end{pmatrix}$ and let the model vector be the first site. Then $h=(0)$ and $PHP=0$, which has two zero eigenvalues, of which only one is additional. Deleting both would lose the only level of the model.

## Eigenvectors at nonzero energy

Away from zero the two eigenvalue problems correspond vector by vector. Let $z\neq0$ and $PHPv=zv$, that is, $ChC^*v=zv$. Multiplying by $C^*$ and using $C^*C=1$ gives
$$h(C^*v)=z(C^*v).$$
Inserting this into the original equation gives $zCC^*v=zv$, and division by $z$ leaves $CC^*v=v$: the vector lies in the model space. Conversely, if both conclusions hold, then
$$PHPv=Ch(C^*v)=zCC^*v=zv.$$

```lean
/-- If the columns of `C` are orthonormal, `P = C C*` and `z ≠ 0`, a vector `v` solves `P H P v = z
v` exactly when it lies in the model space and its coefficient vector `C* v` solves the small
eigenvalue equation. -/
theorem eigen_equation_iff (H : Matrix (Fin n) (Fin n) ℂ)
    {C : Matrix (Fin n) (Fin k) ℂ} (hC : Cᴴ * C = 1) {z : ℂ} (hz : z ≠ 0)
    (v : Fin n → ℂ) :
    projected H C *ᵥ v = z • v ↔
      C *ᵥ (Cᴴ *ᵥ v) = v ∧ effective H C *ᵥ (Cᴴ *ᵥ v) = z • (Cᴴ *ᵥ v) := by
  have e : projected H C *ᵥ v = C *ᵥ (effective H C *ᵥ (Cᴴ *ᵥ v)) := by
    rw [projected_eq, Matrix.mulVec_mulVec, Matrix.mulVec_mulVec, Matrix.mul_assoc]
  rw [e]
  constructor
  · intro h
    -- project the equation onto the columns of `C`
    have h1 : effective H C *ᵥ (Cᴴ *ᵥ v) = z • (Cᴴ *ᵥ v) := by
      calc effective H C *ᵥ (Cᴴ *ᵥ v)
          = Cᴴ *ᵥ (C *ᵥ (effective H C *ᵥ (Cᴴ *ᵥ v))) := by
            rw [Matrix.mulVec_mulVec _ Cᴴ C, hC, Matrix.one_mulVec]
        _ = z • (Cᴴ *ᵥ v) := by rw [h, Matrix.mulVec_smul]
    refine ⟨?_, h1⟩
    -- a nonzero `z` can be cancelled
    rw [h1, Matrix.mulVec_smul] at h
    exact smul_right_injective _ hz h
  · rintro ⟨h1, h2⟩
    rw [h2, Matrix.mulVec_smul, h1]
```

In Lean, `*ᵥ` is a matrix acting on a vector and `•` is multiplication by a scalar. The equality `e` is $PHPv=ChC^*v$, and `smul_right_injective` performs the division by $z$. The theorem allows $v=0$; for a nonzero $v$, the relation $v=CC^*v$ makes $C^*v$ nonzero too, so eigenvectors correspond to eigenvectors. At $z=0$ the equivalence can fail, because any vector orthogonal to the model space satisfies $PHPv=0$.

## Moving the zeros to a chosen energy

The additional roots can be moved by giving the complement of the model space an energy $\sigma$, that is, by diagonalizing $PHP+\sigma(1-P)$. The calculation needs one fact about a uniform shift of an $m\times m$ matrix $A$:
$$\chi_{A+\sigma}(t)=\det(t-A-\sigma)=\det((t-\sigma)-A)=\chi_A(t-\sigma).$$

```lean
/-- Adding `σ` times the identity to a matrix shifts the argument of its characteristic
polynomial by `σ`. -/
theorem eval_charpoly_shift {m : ℕ} (A : Matrix (Fin m) (Fin m) ℂ) (σ t : ℂ) :
    (A + σ • (1 : Matrix (Fin m) (Fin m) ℂ)).charpoly.eval t =
      A.charpoly.eval (t - σ) := by
  rw [Matrix.eval_charpoly, Matrix.eval_charpoly]
  congr 1
  rw [Matrix.smul_one_eq_diagonal, map_sub]
  simp only [Matrix.scalar_apply]
  abel
```

The proof writes both values as determinants and checks that the matrices inside them are equal.

The level-shifted operator is an embedded small matrix plus a uniform shift:
$$PHP+\sigma(1-P)=ChC^*-\sigma CC^*+\sigma=C(h-\sigma)C^*+\sigma.$$
At any complex number $t$, its characteristic polynomial therefore has the value
$$\chi_{C(h-\sigma)C^*}(t-\sigma)=(t-\sigma)^{n-k}\chi_{h-\sigma}(t-\sigma)=(t-\sigma)^{n-k}\chi_h(t).$$
Two complex polynomials with equal values everywhere are equal, so the characteristic polynomial is $(X-\sigma)^{n-k}\chi_h(X)$.

```lean
/-- If the columns of `C` are orthonormal, `P = C C*` and the level shift `σ (1 - P)` is added to `P
H P`, the factor `X ^ (n - k)` in the characteristic polynomial is replaced by `(X - σ) ^ (n - k)`.
-/
theorem charpoly_level_shift (H : Matrix (Fin n) (Fin n) ℂ)
    {C : Matrix (Fin n) (Fin k) ℂ} (hC : Cᴴ * C = 1) (σ : ℂ) :
    (projected H C + σ • (1 - modelProjector C)).charpoly =
      (X - Polynomial.C σ) ^ (n - k) * (effective H C).charpoly := by
  -- the shifted operator is `σ` plus an embedded small matrix
  have e : projected H C + σ • (1 - modelProjector C) =
      C * (effective H C + (-σ) • (1 : Matrix (Fin k) (Fin k) ℂ)) * Cᴴ
        + σ • (1 : Matrix (Fin n) (Fin n) ℂ) := by
    rw [projected_eq, modelProjector]
    simp only [Matrix.mul_add, Matrix.add_mul, Matrix.mul_smul, Matrix.smul_mul,
      Matrix.mul_one]
    module
  apply Polynomial.funext
  intro t
  rw [e, eval_charpoly_shift, charpoly_embed hC, Polynomial.eval_mul,
    Polynomial.eval_mul, eval_charpoly_shift]
  simp only [Polynomial.eval_pow, Polynomial.eval_X, Polynomial.eval_sub,
    Polynomial.eval_C, sub_neg_eq_add, sub_add_cancel]
```

The equality `e` is the decomposition above, and `Polynomial.funext` reduces equality of polynomials to equality of values. In the statement, `Polynomial.C σ` is the constant polynomial $\sigma$ and is unrelated to the matrix `C`.

For a finite active-space matrix in an orthonormal basis, this allows a full-dimension eigensolver to be used with the complement placed at a known energy. If $H$ is Hermitian and $\sigma$ is real and above all eigenvalues of $h$, the lowest $k$ eigenvalues are those of the model. How well they approximate eigenvalues of $H$ is a separate question, which depends on the choice of model space.

## A tilted orbital on two sites

Take one particle on two sites and a single model orbital with amplitudes $3/5$ and $4/5$.

```lean
/-- A single orbital with amplitudes `3/5` and `4/5` on two sites. -/
def tiltedOrbital : Matrix (Fin 2) (Fin 1) ℂ := !![3 / 5; 4 / 5]
```

It is normalized, since $9/25+16/25=1$. For the hopping Hamiltonian $H=\begin{pmatrix}0&1\\1&0\end{pmatrix}$,
$$C^*HC=\tfrac35\cdot\tfrac45+\tfrac45\cdot\tfrac35=\tfrac{24}{25}.$$

```lean
/-- The tilted orbital is normalized, and for the two-site hopping Hamiltonian its small
matrix has the single entry `24/25`. -/
theorem tiltedOrbital_witness :
    tiltedOrbitalᴴ * tiltedOrbital = 1 ∧
      effective !![0, 1; 1, 0] tiltedOrbital = !![24 / 25] := by
  -- the amplitudes are real
  have h3 : (starRingEnd ℂ) 3 = 3 := Complex.conj_eq_iff_im.mpr (by simp)
  have h4 : (starRingEnd ℂ) 4 = 4 := Complex.conj_eq_iff_im.mpr (by simp)
  have h5 : (starRingEnd ℂ) 5 = 5 := Complex.conj_eq_iff_im.mpr (by simp)
  constructor
  · ext i j
    fin_cases i
    fin_cases j
    simp [tiltedOrbital, Matrix.mul_apply, Fin.sum_univ_succ]
    simp only [h3, h4, h5]
    norm_num
  · ext i j
    fin_cases i
    fin_cases j
    simp [effective, tiltedOrbital, Matrix.mul_apply, Fin.sum_univ_succ]
    simp only [h3, h4, h5]
    norm_num

end

end ProjectedHamiltonianSpectrum
```

The proof compares the single entry of each matrix, after noting that complex conjugation leaves the numbers 3, 4 and 5 unchanged.

With $n=2$ and $k=1$, the eigenvalues of $PHP$ are thus $24/25$ and one additional zero, which lies below the model's only level. Adding $\sigma(1-P)$ with $\sigma=2$ moves that zero to $2$ and leaves $24/25$ as the lowest eigenvalue.

```lean
#print axioms ProjectedHamiltonianSpectrum.roots_projected
-- 'ProjectedHamiltonianSpectrum.roots_projected' depends on axioms: [propext, Classical.choice, Quot.sound]
#print axioms ProjectedHamiltonianSpectrum.eigen_equation_iff
-- 'ProjectedHamiltonianSpectrum.eigen_equation_iff' depends on axioms: [propext, Classical.choice, Quot.sound]
#print axioms ProjectedHamiltonianSpectrum.charpoly_level_shift
-- 'ProjectedHamiltonianSpectrum.charpoly_level_shift' depends on axioms: [propext, Classical.choice, Quot.sound]
```
